# A level xⁿ with integer n ≥ 2 differs from its average over a unit cell by a term of order at most n − 2

The declaration `cell_error_bound` compares a level given by a pure power, x^(k+2), with its average over the cell of unit width centred at x, for any real x and natural number k. It bounds k + 3 times the difference, written without an integral as (x + 1/2)^(k+3) − (x − 1/2)^(k+3) − (k+3)x^(k+2), by (k+2)³(|x| + 1)^k in absolute value. It concerns a single cell and a single power, with no sum over levels and no electron density. The attempt goes by induction on k: at k = 0 the expression is exactly 1/4, and each further one is x times the previous one plus half a quantity already bounded by `cell_mean_bound`. What remains is to show that the bound this gives is no larger than the one claimed.

This version doesn't compile in Lean 4 with Mathlib:

```lean
import Mathlib

open Filter Topology

namespace ThomasFermiShellCorrection

noncomputable section

/-- A bound on `u v + w / 2` from bounds on the three quantities. -/
theorem abs_step {u v w Y A B : ℝ} (hu : |u| ≤ Y) (hv : |v| ≤ A) (hw : |w| ≤ B) :
    |u * v + w / 2| ≤ Y * A + B / 2 := by
  have h1 : |u * v| ≤ Y * A := by
    rw [abs_mul]
    exact mul_le_mul hu hv (abs_nonneg _) ((abs_nonneg _).trans hu)
  have h2 := abs_add_le (u * v) (w / 2)
  have h3 : |w / 2| = |w| / 2 := by rw [abs_div, abs_two]
  linarith

/-- The difference of a power across a unit cell centred at `x` is one order lower
than the power itself. -/
theorem cell_difference_bound (x : ℝ) (k : ℕ) :
    |(x + 1 / 2) ^ (k + 1) - (x - 1 / 2) ^ (k + 1)| ≤ ((k : ℝ) + 1) * (|x| + 1) ^ k := by
  have ha : |x + 1 / 2| ≤ |x| + 1 := by
    rw [abs_le]; constructor <;> linarith [neg_abs_le x, le_abs_self x]
  have hb : |x - 1 / 2| ≤ |x| + 1 := by
    rw [abs_le]; constructor <;> linarith [neg_abs_le x, le_abs_self x]
  induction k with
  | zero => norm_num
  | succ k ih =>
    have hs : |(x + 1 / 2) ^ (k + 1) + (x - 1 / 2) ^ (k + 1)| ≤ 2 * (|x| + 1) ^ (k + 1) := by
      have h1 := pow_le_pow_left₀ (abs_nonneg _) ha (k + 1)
      have h2 := pow_le_pow_left₀ (abs_nonneg _) hb (k + 1)
      rw [← abs_pow] at h1 h2
      linarith [abs_add_le ((x + 1 / 2) ^ (k + 1)) ((x - 1 / 2) ^ (k + 1))]
    have h := abs_step (by linarith : |x| ≤ |x| + 1) ih hs
    convert h using 1
    · congr 1; ring
    · push_cast; ring

/-- The sum of a power over the two ends of a unit cell differs from twice its central
value by a term two orders lower. -/
theorem cell_mean_bound (x : ℝ) (k : ℕ) :
    |(x + 1 / 2) ^ (k + 2) + (x - 1 / 2) ^ (k + 2) - 2 * x ^ (k + 2)|
      ≤ ((k : ℝ) + 2) ^ 2 * (|x| + 1) ^ k := by
  induction k with
  | zero =>
    have e : (x + 1 / 2) ^ (0 + 2) + (x - 1 / 2) ^ (0 + 2) - 2 * x ^ (0 + 2) = 1 / 2 := by ring
    rw [e]; norm_num [abs_of_pos]
  | succ k ih =>
    have h := abs_step (by linarith : |x| ≤ |x| + 1) ih (cell_difference_bound x (k + 1))
    have e : (x + 1 / 2) ^ (k + 1 + 2) + (x - 1 / 2) ^ (k + 1 + 2) - 2 * x ^ (k + 1 + 2)
        = x * ((x + 1 / 2) ^ (k + 2) + (x - 1 / 2) ^ (k + 2) - 2 * x ^ (k + 2))
          + ((x + 1 / 2) ^ (k + 1 + 1) - (x - 1 / 2) ^ (k + 1 + 1)) / 2 := by ring
    rw [e]
    have hp : 0 ≤ (|x| + 1) ^ (k + 1) * (3 / 2 * (k : ℝ) + 4) := by positivity
    have e2 : (((k + 1 : ℕ) : ℝ) + 2) ^ 2 * (|x| + 1) ^ (k + 1)
        = ((|x| + 1) * (((k : ℝ) + 2) ^ 2 * (|x| + 1) ^ k)
          + (((k + 1 : ℕ) : ℝ) + 1) * (|x| + 1) ^ (k + 1) / 2)
          + (|x| + 1) ^ (k + 1) * (3 / 2 * (k : ℝ) + 4) := by push_cast; ring
    exact (h.trans (le_add_of_nonneg_right hp)).trans_eq e2.symm

/-- Replacing a level by its average over a unit cell costs an error two orders lower
than the level. -/
theorem cell_error_bound (x : ℝ) (k : ℕ) :
    |(x + 1 / 2) ^ (k + 3) - (x - 1 / 2) ^ (k + 3) - ((k : ℝ) + 3) * x ^ (k + 2)|
      ≤ ((k : ℝ) + 2) ^ 3 * (|x| + 1) ^ k := by
  induction k with
  | zero =>
    have e : (x + 1 / 2) ^ (0 + 3) - (x - 1 / 2) ^ (0 + 3)
        - (((0 : ℕ) : ℝ) + 3) * x ^ (0 + 2) = 1 / 4 := by push_cast; ring
    rw [e]; norm_num [abs_of_pos]
  | succ k ih =>
    have h := abs_step (by linarith : |x| ≤ |x| + 1) ih (cell_mean_bound x (k + 1))
    have e : (x + 1 / 2) ^ (k + 1 + 3) - (x - 1 / 2) ^ (k + 1 + 3)
        - (((k + 1 : ℕ) : ℝ) + 3) * x ^ (k + 1 + 2)
        = x * ((x + 1 / 2) ^ (k + 3) - (x - 1 / 2) ^ (k + 3) - ((k : ℝ) + 3) * x ^ (k + 2))
          + ((x + 1 / 2) ^ (k + 1 + 2) + (x - 1 / 2) ^ (k + 1 + 2)
            - 2 * x ^ (k + 1 + 2)) / 2 := by push_cast; ring
    rw [e]
    refine h.trans (sub_nonneg.mp ?_)
    have hp : 0 ≤ (|x| + 1) ^ (k + 1) *
        (5 / 2 * (k : ℝ) ^ 2 + 12 * k + 29 / 2) := by positivity
    convert hp using 1
    push_cast; ring

end

end ThomasFermiShellCorrection
```

Lean reports:

```
Main.lean:84:15: error: `ring_nf` made no progress on the goal
```

The last `ring` was run on a goal that is not the intended polynomial identity. That identity is true, and the repair proves it with the same `push_cast; ring`. The message means that `ring` failed and its fallback `ring_nf` found nothing to rewrite.

The stray goal comes from `convert hp using 1`, which has to match two whole inequalities, including the instances that supply `≤` and `0` on ℝ. The goal made by `h.trans (sub_nonneg.mp ?_)` gets these through the general order and group structures, while `hp` uses those found directly for ℝ. They agree once definitions are unfolded, but `convert` does not unfold that far and can leave their equality as a separate goal. The message does not print the goal, but an equation between the two `≤` instances fits it: such an equation contains no polynomial for `ring` to work on.

The repair drops `sub_nonneg` and `convert`. The new `e2` states the identity between real numbers outright, as claimed bound equals bound from `h` plus remainder, so `ring` gets the equation it can prove. Then `le_add_of_nonneg_right hp` adds the nonnegative remainder to the bound in `h`, and `trans_eq e2.symm` turns the sum into the claimed bound. Any difference of instances is now settled by `exact`, which checks types up to unfolding and leaves no goal behind.

The change, after which it compiles:

```diff
@@ -78,9 +78,12 @@
             - 2 * x ^ (k + 1 + 2)) / 2 := by push_cast; ring
     rw [e]
-    refine h.trans (sub_nonneg.mp ?_)
     have hp : 0 ≤ (|x| + 1) ^ (k + 1) *
         (5 / 2 * (k : ℝ) ^ 2 + 12 * k + 29 / 2) := by positivity
-    convert hp using 1
-    push_cast; ring
+    have e2 : (((k + 1 : ℕ) : ℝ) + 2) ^ 3 * (|x| + 1) ^ (k + 1)
+        = ((|x| + 1) * (((k : ℝ) + 2) ^ 3 * (|x| + 1) ^ k)
+          + (((k + 1 : ℕ) : ℝ) + 2) ^ 2 * (|x| + 1) ^ (k + 1) / 2)
+          + (|x| + 1) ^ (k + 1) * (5 / 2 * (k : ℝ) ^ 2 + 12 * k + 29 / 2) := by
+      push_cast; ring
+    exact (h.trans (le_add_of_nonneg_right hp)).trans_eq e2.symm
 
 end
```
